# A quadratic bound on level errors for slope-matched pseudopotentials

A pseudopotential is built for an atom at a reference energy $E_0$, then used in a molecule or solid where the level lies elsewhere. How far does the pseudo level stray from the all-electron one?

Take one angular-momentum channel and a core radius $r_c$. Let $u$ be the radial function (radius times the radial wavefunction) that solves the interior problem at energy $E$. Its logarithmic derivative $u'(r_c)/u(r_c)$ is all that the exterior sees of the core. A level occurs where this equals the logarithmic derivative $m(E)$ of the exterior solution. In Hartree atomic units the radial equation gives

$$\frac{d}{dE}\frac{u'(r_c)}{u(r_c)}=-\frac{2}{u(r_c)^2}\int_0^{r_c}u^2\,dr .$$

The interior curve therefore falls with energy, and equal amplitudes at $r_c$ with equal interior norms give equal slopes. This is how norm conservation enters below: the slope equality is assumed, and the identity behind it is background physics. The corresponding exterior identity has the opposite sign, so $m$ rises.

In Lean 4 with Mathlib:

```lean
import Mathlib

open Set

namespace PseudopotentialTransferability

noncomputable section
```

Write $F_k$ and $G_k$ (`F k`, `G k`) for the $k$-th energy derivatives of the all-electron and pseudo interior curves; $F_0$ and $G_0$ are the curves themselves. The energy window $I$ is an interval that contains $E_0$ and is free of poles. Derivatives are taken within it, so they are one-sided at an included endpoint.

```lean
/-- On the energy window `I`, each `F (k+1)` with `k < n` is the energy derivative of `F k`. -/
def IsJet (I : Set ℝ) (n : ℕ) (F : ℕ → ℝ → ℝ) : Prop :=
  ∀ k < n, ∀ E ∈ I, HasDerivWithinAt (F k) (F (k + 1) E) I E
```

The curves agree at $E_0$ through order $n$. Two constants describe the rest of the window: $M$ bounds the difference of the next derivatives, which the construction leaves unmatched, and $c$ is a lower bound on the pseudo curve's rate of fall, set by the interior norm relative to $u(r_c)^2$.

```lean
/-- All-electron (`F`) and pseudo (`G`) curves with their energy derivatives up to order `n + 1` on
the window `I`: the members of order at most `n` agree at `E₀`, those of order `n + 1` differ by at
most `M` on `I`, and the pseudo slope `G 1` is at most `-c` on `I`. -/
structure Matched (I : Set ℝ) (n : ℕ) (E₀ c M : ℝ) (F G : ℕ → ℝ → ℝ) : Prop where
  jetF : IsJet I (n + 1) F
  jetG : IsJet I (n + 1) G
  agree : ∀ k ≤ n, F k E₀ = G k E₀
  bound : ∀ E ∈ I, |F (n + 1) E - G (n + 1) E| ≤ M
  slope : ∀ E ∈ I, G 1 E ≤ -c
```

For norm conservation only orders 0, 1 and 2 are needed, so the next definition simply repeats the second derivative at later places.

```lean
/-- The family whose members are `f`, then `f'`, then `f''` at every later place. -/
def derivs (f f' f'' : ℝ → ℝ) : ℕ → ℝ → ℝ
  | 0 => f
  | 1 => f'
  | _ => f''
```

In what follows $E_1$ is the all-electron level and $E_2$ the pseudo level of the same state, not successive eigenvalues.

## (a) From a bound on the derivative to a bound on the function

**Task.** Let $h(E_0)=0$ and $|h'(E)|\le K|E-E_0|^n$ on $I$. Show that

$$|h(E)|\le \frac{K|E-E_0|^{n+1}}{n+1}.$$

**Solution.** Put $\Delta=E-E_0$ and follow the straight path $\varphi(t)=h(E_0+t\Delta)$ for $0\le t\le1$. It stays in $I$, and by the chain rule

$$|\varphi'(t)|\le K|t\Delta|^n|\Delta|=K|\Delta|^{n+1}t^n .$$

Let $B(t)=K|\Delta|^{n+1}t^{n+1}/(n+1)$. Both $B+\varphi$ and $B-\varphi$ vanish at $t=0$ and have non-negative derivative, so both are non-negative at $t=1$. That is the claim, for either sign of $\Delta$.

In the proof, `hp` keeps the path in the window, `hder` is the chain rule, and `key` is the comparison with $B$.

```lean
/-- If a function vanishes at `E₀` and its derivative is at most `K |E - E₀|^n` in size on a convex
window containing `E₀`, the function is at most `K |E - E₀|^(n+1) / (n+1)` in size there. -/
theorem integrate_bound {I : Set ℝ} (hI : Convex ℝ I) {h h' : ℝ → ℝ} {E₀ K : ℝ} {n : ℕ}
    (hd : ∀ E ∈ I, HasDerivWithinAt h (h' E) I E) (h0 : E₀ ∈ I) (hz : h E₀ = 0)
    (hb : ∀ E ∈ I, |h' E| ≤ K * |E - E₀| ^ n) :
    ∀ E ∈ I, |h E| ≤ K * |E - E₀| ^ (n + 1) / (n + 1) := by
  intro E hE
  -- follow the straight path from `E₀` to `E`
  have hp : ∀ t ∈ Icc (0 : ℝ) 1, E₀ + t * (E - E₀) ∈ I :=
    fun t ht => hI.add_smul_sub_mem h0 hE ht
  have hder : ∀ t ∈ Icc (0 : ℝ) 1, HasDerivWithinAt (h ∘ fun t => E₀ + t * (E - E₀))
      (h' (E₀ + t * (E - E₀)) * (E - E₀)) (Icc 0 1) t := by
    intro t ht
    have hi : HasDerivAt (fun t : ℝ => E₀ + t * (E - E₀)) (E - E₀) t :=
      (((hasDerivAt_id' t).mul_const (E - E₀)).const_add E₀).congr_deriv (one_mul _)
    exact HasDerivWithinAt.comp t (hd _ (hp t ht)) hi.hasDerivWithinAt hp
  have key := image_norm_le_of_norm_deriv_right_le_deriv_boundary
    (B := fun t => K * |E - E₀| ^ (n + 1) / (n + 1) * t ^ (n + 1))
    (B' := fun t => K * |E - E₀| ^ (n + 1) * t ^ n)
    (fun t ht => (hder t ht).continuousWithinAt)
    (fun t ht => (hder t (Ico_subset_Icc_self ht)).mono_of_mem_nhdsWithin
      (Icc_mem_nhdsGE_of_mem ht))
    (by simp [hz])
    (fun t => ((hasDerivAt_pow (n + 1) t).const_mul _).congr_deriv (by
      have hn : (n : ℝ) + 1 ≠ 0 := by positivity
      rw [Nat.add_sub_cancel]
      push_cast
      field_simp))
    (fun t ht => by
      have hbt := hb _ (hp t (Ico_subset_Icc_self ht))
      rw [add_sub_cancel_left, abs_mul, abs_of_nonneg ht.1] at hbt
      rw [norm_mul, Real.norm_eq_abs, Real.norm_eq_abs]
      calc _ ≤ K * (t * |E - E₀|) ^ n * |E - E₀| :=
            mul_le_mul_of_nonneg_right hbt (abs_nonneg _)
        _ = K * |E - E₀| ^ (n + 1) * t ^ n := by ring)
    (right_mem_Icc.2 zero_le_one)
  have h1 : E₀ + 1 * (E - E₀) = E := by ring
  simp only [Function.comp, h1, one_pow, mul_one, Real.norm_eq_abs] at key
  exact key
```

## (b) The mismatch away from the reference energy

**Task.** Let $D_0,\dots,D_n$ be a function and its successive derivatives, with $D_k(E_0)=0$ for $k<n$ and $|D_n|\le M$ on $I$. Show that

$$|D_0(E)|\le\frac{M|E-E_0|^n}{n!}.$$

**Solution.** Use induction on $n$. For $n=0$ the claim is the assumed bound. For $n+1$, the family $D_1,D_2,\dots$ satisfies the hypotheses at order $n$, so $|D_1(E)|\le M|E-E_0|^n/n!$. Part (a) with $K=M/n!$ gives

$$|D_0(E)|\le\frac{M}{n!}\,\frac{|E-E_0|^{n+1}}{n+1}=\frac{M|E-E_0|^{n+1}}{(n+1)!}.$$

In the code, `h1` is the induction hypothesis for the shifted family and `h2` is part (a).

```lean
/-- Taylor bound: a mismatch whose derivatives of order below `n` vanish at `E₀`, and whose `n`-th
derivative is at most `M` in size on a convex window containing `E₀`, is at most `M |E - E₀|^n / n!`
there. -/
theorem mismatch_le {I : Set ℝ} (hI : Convex ℝ I) {E₀ M : ℝ} (h0 : E₀ ∈ I) (n : ℕ) :
    ∀ D : ℕ → ℝ → ℝ, IsJet I n D → (∀ k < n, D k E₀ = 0) → (∀ E ∈ I, |D n E| ≤ M) →
      ∀ E ∈ I, |D 0 E| ≤ M * |E - E₀| ^ n / (n.factorial : ℝ) := by
  induction n with
  | zero =>
    intro D _ _ hM E hE
    simpa using hM E hE
  | succ n ih =>
    intro D hD hz hM E hE
    -- the induction hypothesis bounds the first derivative
    have h1 := ih (fun k => D (k + 1)) (fun k hk => hD (k + 1) (by omega))
      (fun k hk => hz (k + 1) (by omega)) hM
    have h2 := integrate_bound hI (K := M / (n.factorial : ℝ)) (n := n)
      (hD 0 (by omega)) h0 (hz 0 (by omega))
      (fun x hx => (h1 x hx).trans_eq (by ring)) E hE
    refine h2.trans_eq ?_
    rw [Nat.factorial_succ]
    push_cast
    rw [div_mul_eq_mul_div, div_div, mul_comm (n.factorial : ℝ)]
```

## (c) From mismatch to level error

**Task.** Let the curves be matched through order $n$, with $c>0$ and $m$ nondecreasing on $I$. Given levels $F_0(E_1)=m(E_1)$ and $G_0(E_2)=m(E_2)$ in the window, show that

$$|E_1-E_2|\le\frac{M|E_1-E_0|^{n+1}}{(n+1)!\,c}.$$

**Solution.** Part (b), applied to $D_k=F_k-G_k$ at order $n+1$, gives

$$|F_0(E_1)-G_0(E_1)|\le\frac{M|E_1-E_0|^{n+1}}{(n+1)!}.$$

Since $G_1\le-c$, the mean value theorem gives $G_0(y)\le G_0(x)-c(y-x)$ for $x\le y$.

If $E_1\le E_2$, then

$$F_0(E_1)=m(E_1)\le m(E_2)=G_0(E_2)\le G_0(E_1)-c(E_2-E_1).$$

If $E_2\le E_1$, then

$$F_0(E_1)=m(E_1)\ge m(E_2)=G_0(E_2)\ge G_0(E_1)+c(E_1-E_2).$$

Either way $c|E_1-E_2|\le|F_0(E_1)-G_0(E_1)|$. Divide by $c$.

These steps are `key`, `fall` and `cost`. `MonotoneOn m I` means nondecreasing; $m$ need not be differentiable. The existence of both levels is assumed. Applying the model to a real material assumes that the channel can be treated alone, that both interior potentials stay fixed and that both atoms see the same exterior $m$. Non-spherical surroundings, which mix channels, and self-consistent screening can upset these assumptions.

```lean
/-- Transferability at order `n`: for curves matched on a convex window containing `E₀`, with
`c > 0` and an exterior `m` nondecreasing there, an all-electron level `E₁` and a pseudo level `E₂`
in the window differ by at most `M |E₁ - E₀|^(n+1) / ((n+1)! c)`. -/
theorem level_error_le {I : Set ℝ} (hI : Convex ℝ I) {n : ℕ} {E₀ E₁ E₂ c M : ℝ}
    {F G : ℕ → ℝ → ℝ} {m : ℝ → ℝ} (H : Matched I n E₀ c M F G) (hc : 0 < c)
    (hm : MonotoneOn m I) (h0 : E₀ ∈ I) (h1 : E₁ ∈ I) (h2 : E₂ ∈ I)
    (hF : F 0 E₁ = m E₁) (hG : G 0 E₂ = m E₂) :
    |E₁ - E₂| ≤ M * |E₁ - E₀| ^ (n + 1) / (((n + 1).factorial : ℝ) * c) := by
  have key := mismatch_le hI h0 (n + 1) (fun k E => F k E - G k E)
    (fun k hk E hE => (H.jetF k hk E hE).fun_sub (H.jetG k hk E hE))
    (fun k hk => sub_eq_zero.2 (H.agree k (by omega))) H.bound E₁ h1
  have hd := H.jetG 0 (by omega)
  -- the pseudo curve falls at least at rate `c`
  have fall := hI.image_sub_le_mul_sub_of_deriv_le (f := G 0) (C := -c)
    (fun x hx => (hd x hx).continuousWithinAt)
    (fun x hx => ((hd x (interior_subset hx)).mono interior_subset).differentiableWithinAt)
    (fun x hx => by
      rw [((hd x (interior_subset hx)).hasDerivAt (mem_interior_iff_mem_nhds.1 hx)).deriv]
      exact H.slope x (interior_subset hx))
  -- so a level error costs at least `c |E₁ - E₂|` of mismatch
  have cost : c * |E₁ - E₂| ≤ |F 0 E₁ - G 0 E₁| := by
    rcases le_total E₁ E₂ with h | h
    · have a := fall E₁ h1 E₂ h2 h
      have b := hm h1 h2 h
      rw [abs_of_nonpos (sub_nonpos.2 h)]
      linarith [neg_abs_le (F 0 E₁ - G 0 E₁)]
    · have a := fall E₂ h2 E₁ h1 h
      have b := hm h2 h1 h
      rw [abs_of_nonneg (sub_nonneg.2 h)]
      linarith [le_abs_self (F 0 E₁ - G 0 E₁)]
  have hf : (0 : ℝ) < ((n + 1).factorial : ℝ) := by positivity
  have total := (le_div_iff₀ hf).1 (cost.trans key)
  rw [le_div_iff₀ (mul_pos hf hc)]
  linarith
```

## (d) Matching value and slope

**Task.** Let $f$ and $g$ be the all-electron and pseudo curves, with $f=g$ and $f'=g'$ at $E_0$, and with $|f''-g''|\le M$ and $g'\le-c<0$ on $I$. For a nondecreasing exterior, show that

$$|E_1-E_2|\le\frac{M(E_1-E_0)^2}{2c}.$$

**Solution.** This is part (c) with $n=1$, since $2!=2$ and $|E_1-E_0|^2=(E_1-E_0)^2$. The code packs the explicit functions into `Matched`, checking orders 0 and 1 separately with `interval_cases`.

For electronic-structure calculations this bounds the transferability error of a norm-conserving potential, within a single channel and with fixed interior potentials.

When such a potential is generated, $E_0$ is typically an atomic eigenvalue. Integrating the radial equation out to $r_c$ at nearby energies, once with each potential, traces $f$ and $g$. The largest difference of their curvatures estimates $M$, and the shallowest slope of $g$ estimates $c$.

```lean
/-- Value and slope matched: if `f` and `g` agree in value and slope at `E₀`, and on a convex window
containing `E₀`, `E₁` and `E₂` we have `|f'' - g''| ≤ M`, `g' ≤ -c < 0` and `m` nondecreasing, then
the levels `f E₁ = m E₁` and `g E₂ = m E₂` differ by at most `M (E₁ - E₀)^2 / (2 c)`. -/
theorem norm_conserving_level_error {I : Set ℝ} (hI : Convex ℝ I) {E₀ E₁ E₂ c M : ℝ}
    {f f' f'' g g' g'' m : ℝ → ℝ} (hc : 0 < c)
    (hf : ∀ E ∈ I, HasDerivWithinAt f (f' E) I E)
    (hf' : ∀ E ∈ I, HasDerivWithinAt f' (f'' E) I E)
    (hg : ∀ E ∈ I, HasDerivWithinAt g (g' E) I E)
    (hg' : ∀ E ∈ I, HasDerivWithinAt g' (g'' E) I E)
    (hslope : ∀ E ∈ I, g' E ≤ -c) (hval : f E₀ = g E₀) (hnorm : f' E₀ = g' E₀)
    (hM : ∀ E ∈ I, |f'' E - g'' E| ≤ M) (hm : MonotoneOn m I)
    (h0 : E₀ ∈ I) (h1 : E₁ ∈ I) (h2 : E₂ ∈ I) (hF : f E₁ = m E₁) (hG : g E₂ = m E₂) :
    |E₁ - E₂| ≤ M * (E₁ - E₀) ^ 2 / (2 * c) := by
  have H : Matched I 1 E₀ c M (derivs f f' f'') (derivs g g' g'') := by
    refine ⟨?_, ?_, ?_, hM, hslope⟩
    · intro k hk
      interval_cases k
      · exact hf
      · exact hf'
    · intro k hk
      interval_cases k
      · exact hg
      · exact hg'
    · intro k hk
      interval_cases k
      · exact hval
      · exact hnorm
  calc |E₁ - E₂| ≤ M * |E₁ - E₀| ^ (1 + 1) / ((Nat.factorial (1 + 1) : ℝ) * c) :=
        level_error_le hI H hc hm h0 h1 h2 hF hG
    _ = M * (E₁ - E₀) ^ 2 / (2 * c) := by norm_num [Nat.factorial, sq_abs]
```

## (e) The shift allowed by a tolerance

**Task.** For $n=1$, $M>0$ and a tolerance $\varepsilon\ge0$, find a shift that guarantees $|E_1-E_2|\le\varepsilon$. Show that this suffices:

$$|E_1-E_0|\le\sqrt{\frac{2c\varepsilon}{M}}.$$

**Solution.** Squaring gives $(E_1-E_0)^2\le2c\varepsilon/M$, hence $M(E_1-E_0)^2/(2c)\le\varepsilon$, and the order-one bound applies. In the code, `hsq` is the squared inequality.

```lean
/-- Transferability window: for curves matched at order 1 on a convex window containing `E₀` and
both levels, with `c, M > 0` and an exterior nondecreasing there, a shift `|E₁ - E₀|` of at most
`√(2 c ε / M)` keeps the level error within the tolerance `ε ≥ 0`. -/
theorem transferability_window {I : Set ℝ} (hI : Convex ℝ I) {E₀ E₁ E₂ c M ε : ℝ}
    {F G : ℕ → ℝ → ℝ} {m : ℝ → ℝ} (H : Matched I 1 E₀ c M F G) (hc : 0 < c) (hM : 0 < M)
    (hε : 0 ≤ ε) (hm : MonotoneOn m I) (h0 : E₀ ∈ I) (h1 : E₁ ∈ I) (h2 : E₂ ∈ I)
    (hF : F 0 E₁ = m E₁) (hG : G 0 E₂ = m E₂) (hw : |E₁ - E₀| ≤ √(2 * c * ε / M)) :
    |E₁ - E₂| ≤ ε := by
  have hsq := pow_le_pow_left₀ (abs_nonneg _) hw 2
  rw [Real.sq_sqrt (by positivity), le_div_iff₀ hM] at hsq
  refine (level_error_le hI H hc hm h0 h1 h2 hF hG).trans ?_
  rw [div_le_iff₀ (by positivity)]
  norm_num [Nat.factorial] at hsq ⊢
  linarith
```

## (f) Curves that attain the bound

**Task.** For $c>0$, $M\ge0$ and $E_1\ge E_0$, find matched curves and a constant exterior for which

$$E_2=E_1+\frac{M(E_1-E_0)^{n+1}}{(n+1)!\,c}.$$

**Solution.** Let the pseudo curve be a straight line.

```lean
/-- The linear function `-c (E - E₀)` of the energy `E`, with its derivatives. -/
def linearLog (c E₀ : ℝ) : ℕ → ℝ → ℝ :=
  derivs (fun E => -c * (E - E₀)) (fun _ => -c) (fun _ => 0)
```

Bend the all-electron curve away from it:

$$G_0(E)=-c(E-E_0),\qquad F_0(E)=G_0(E)-\frac{M(E-E_0)^{n+1}}{(n+1)!}.$$

```lean
/-- The linear curve minus `M (E - E₀)^(n+1) / (n+1)!`, with its derivatives of order
`k ≤ n + 1`. -/
def curvedLog (n : ℕ) (c M E₀ : ℝ) (k : ℕ) (E : ℝ) : ℝ :=
  linearLog c E₀ k E - M * (E - E₀) ^ (n + 1 - k) / ((n + 1 - k).factorial : ℝ)
```

The candidate for $E_2$ gets a name.

```lean
/-- The energy `E₁ + M (E₁ - E₀)^(n+1) / ((n+1)! c)`, for `c ≠ 0`. -/
def shiftedLevel (n : ℕ) (c M E₀ E₁ : ℝ) : ℝ :=
  E₁ + M * (E₁ - E₀) ^ (n + 1) / (((n + 1).factorial : ℝ) * c)
```

The subtracted term has vanishing derivatives at $E_0$ through order $n$, and its next derivative is $M$, so the curves are matched. On $[E_0,\infty)$ the slope of $F_0$ is $-c-M(E-E_0)^n/n!\le-c$. Take the constant exterior $m=F_0(E_1)$. Then $G_0(E_2)=m$ reads

$$-c(E_2-E_0)=-c(E_1-E_0)-\frac{M(E_1-E_0)^{n+1}}{(n+1)!},$$

which gives the stated $E_2$.

For example, take $n=1$, $E_0=0$, $c=2$ and $M=0.4$ in atomic units, with $E_1=0.1$ hartree. Then $F_0(E_1)=-0.2-0.002=-0.202$, and $-2E_2=-0.202$ gives $E_2=0.101$. The error is 0.001 hartree, exactly the bound in (d), and (e) with $\varepsilon=0.001$ returns the shift $0.1$.

The theorem states the matching, the slope bound, that $E_2$ lies in the window, and the equality $F_0(E_1)=G_0(E_2)$, whose common value is the exterior constant. The curves are chosen as functions of energy and are not physical: the interior logarithmic derivative of an actual potential has poles at higher energies, and that of a decaying exterior solution rises strictly. They show that the bound cannot be improved from the hypotheses of part (c) alone.

```lean
/-- For `c > 0`, `M ≥ 0` and `E₁ ≥ E₀`, the curved and linear families are matched at order `n` on
`[E₀, ∞)`, both have slope at most `-c` there, the energy `E₁ + M (E₁ - E₀)^(n+1) / ((n+1)! c)` lies
in that window, and the linear curve takes the same value at this energy as the curved one at `E₁`.
-/
theorem level_error_sharp (n : ℕ) {c M E₀ E₁ : ℝ} (hc : 0 < c) (hM : 0 ≤ M) (h : E₀ ≤ E₁) :
    Matched (Ici E₀) n E₀ c M (curvedLog n c M E₀) (linearLog c E₀) ∧
    (∀ E ∈ Ici E₀, curvedLog n c M E₀ 1 E ≤ -c) ∧
    shiftedLevel n c M E₀ E₁ ∈ Ici E₀ ∧
    curvedLog n c M E₀ 0 E₁ = linearLog c E₀ 0 (shiftedLevel n c M E₀ E₁) := by
  have hlin : ∀ k E, HasDerivAt (linearLog c E₀ k) (linearLog c E₀ (k + 1) E) E := by
    intro k E
    rcases k with _ | _ | k
    · exact (((hasDerivAt_id' E).sub_const E₀).const_mul (-c)).congr_deriv (mul_one _)
    · exact hasDerivAt_const E (-c)
    · exact hasDerivAt_const E (0 : ℝ)
  have hf : (0 : ℝ) < ((n + 1).factorial : ℝ) := by positivity
  refine ⟨⟨?_, fun k _ E _ => (hlin k E).hasDerivWithinAt, ?_, ?_, fun _ _ => le_refl (-c)⟩,
    ?_, ?_, ?_⟩
  · intro k hk E _
    obtain ⟨j, rfl⟩ := Nat.exists_eq_add_of_le (Nat.le_of_lt_succ hk)
    have e1 : k + j + 1 - k = j + 1 := by omega
    have e2 : k + j + 1 - (k + 1) = j := by omega
    have hp : HasDerivAt (fun E => M * (E - E₀) ^ (j + 1) / ((j + 1).factorial : ℝ))
        (M * (E - E₀) ^ j / (j.factorial : ℝ)) E := by
      refine (((((hasDerivAt_id' E).sub_const E₀).fun_pow (j + 1)).const_mul M).div_const
        _).congr_deriv ?_
      rw [Nat.add_sub_cancel, Nat.factorial_succ]
      push_cast
      rw [div_eq_div_iff (by positivity) (by positivity)]
      ring
    unfold curvedLog
    rw [e1, e2]
    exact ((hlin k E).fun_sub hp).hasDerivWithinAt
  · intro k hk
    have hne : n + 1 - k ≠ 0 := by omega
    unfold curvedLog
    rw [sub_self E₀, zero_pow hne, mul_zero, zero_div, sub_zero]
  · intro E _
    have e : curvedLog n c M E₀ (n + 1) E - linearLog c E₀ (n + 1) E = -M := by
      simp [curvedLog]
    rw [e, abs_neg, abs_of_nonneg hM]
  · intro E hE
    have hpos : 0 ≤ M * (E - E₀) ^ (n + 1 - 1) / ((n + 1 - 1).factorial : ℝ) :=
      div_nonneg (mul_nonneg hM (pow_nonneg (sub_nonneg.2 hE) _)) (Nat.cast_nonneg _)
    change -c - M * (E - E₀) ^ (n + 1 - 1) / ((n + 1 - 1).factorial : ℝ) ≤ -c
    linarith
  · have hpos : 0 ≤ M * (E₁ - E₀) ^ (n + 1) / (((n + 1).factorial : ℝ) * c) :=
      div_nonneg (mul_nonneg hM (pow_nonneg (sub_nonneg.2 h) _)) (mul_pos hf hc).le
    change E₀ ≤ E₁ + M * (E₁ - E₀) ^ (n + 1) / (((n + 1).factorial : ℝ) * c)
    linarith
  · have e : c * (M * (E₁ - E₀) ^ (n + 1) / (((n + 1).factorial : ℝ) * c))
        = M * (E₁ - E₀) ^ (n + 1) / ((n + 1).factorial : ℝ) := by
      field_simp
    change -c * (E₁ - E₀) - M * (E₁ - E₀) ^ (n + 1) / ((n + 1).factorial : ℝ)
      = -c * (E₁ + M * (E₁ - E₀) ^ (n + 1) / (((n + 1).factorial : ℝ) * c) - E₀)
    linear_combination e

end

end PseudopotentialTransferability
```

```lean
#print axioms PseudopotentialTransferability.norm_conserving_level_error
-- 'PseudopotentialTransferability.norm_conserving_level_error' depends on axioms: [propext, Classical.choice, Quot.sound]
#print axioms PseudopotentialTransferability.transferability_window
-- 'PseudopotentialTransferability.transferability_window' depends on axioms: [propext, Classical.choice, Quot.sound]
#print axioms PseudopotentialTransferability.level_error_sharp
-- 'PseudopotentialTransferability.level_error_sharp' depends on axioms: [propext, Classical.choice, Quot.sound]
```
